# With pure dephasing that damps the coherences at twice the Rabi frequency W > 0, a resonantly driven two-level system started in one level has the population difference (1 + Wt)e^(−Wt) and never inverts

I drive a two-level system on resonance, in units where the Rabi frequency is 1, starting from the first level. Without noise the population difference z, first level minus second, follows cos t, so at t = π everything sits in the second level. Now I add pure dephasing that damps the coherences at rate 2. In my numerical run z just sinks towards zero. But dephasing moves no population, and the drive never stops. Does z really stay positive, or is there a negative dip too small for my plot?

## The coherence that carries the population decays too fast

It stays positive. The drive moves population only through a coherence v, and in your units

z′ = v,  v′ = −z − 2v,  z(0) = 1,  v(0) = 0.

Adding the two equations gives (z + v)′ = −(z + v), so z + v = e^(−t). Then z′ = e^(−t) − z, which means (e^t z)′ = 1, and z = (1 + t)e^(−t). This is positive for every t ≥ 0.

For a general Rabi frequency W and dephasing rate γ, with ħ = 1, the density matrix ρ obeys

ρ′ = −i[W σx/2, ρ] + γ(σz ρ σz − ρ).

The constant γ stands for noise that scrambles the relative phase of the levels without exchanging energy with them. Numbering the levels 0 and 1, the entries are

ρ00′ = −i(W/2)(ρ10 − ρ01),

ρ11′ = −i(W/2)(ρ01 − ρ10),

ρ01′ = −i(W/2)(ρ11 − ρ00) − 2γρ01,

ρ10′ = −i(W/2)(ρ00 − ρ11) − 2γρ10.

With z = ρ00 − ρ11 and v = i(ρ01 − ρ10), subtraction gives

z′ = Wv,  v′ = −Wz − 2γv.

At γ = W, two quantities have zero derivative:

A = e^(Wt)(z + v),  B = e^(Wt)(z − Wt(z + v)).

For A, the bracket in the derivative is W(z + v) + Wv − Wz − 2Wv = 0. For B = e^(Wt)z − WtA, the first term has derivative W e^(Wt)(z + v) = WA, and so does WtA. Both quantities start at 1, so e^(Wt)z = B + WtA = 1 + Wt.

Weaker dephasing behaves differently. Let ω > 0 with ω² = W² − γ², and set a = e^(γt)z and b = a′ = e^(γt)(γz + Wv). Then b′ = −ω²a, and

C = ωa cos ωt − b sin ωt

is constant, because C′ = ωb cos ωt − ω²a sin ωt + ω²a sin ωt − ωb cos ωt = 0. It starts at ω. At t = π/ω it equals −ωa, so a = −1 and z = −e^(−γπ/ω), which is negative.

To see the contrast in numbers, take W = 1 and γ = 0.6, so ω = 0.8 and π/ω ≈ 3.927. At that time z is −e^(−2.356) ≈ −0.095. With γ = 1 at the same time it is 4.927 · e^(−3.927) ≈ +0.097.

In the Lean code below, `IsEvolution W γ ρ` says that the complex 2 by 2 matrix `ρ t` starts in the first level and satisfies the master equation entry by entry for t ≥ 0, with a one-sided derivative at t = 0. Hermiticity and unit trace are not assumed.

- `critical_inversion` says that every such evolution with γ = W has inversion (1 + Wt)e^(−Wt) for t ≥ 0. The equation holds between complex numbers, so it also says that the inversion is real.
- `never_inverts` says that for W ≥ 0 the real part of ρ11 stays strictly below that of ρ00.
- `underdamped_inverts` gives the negative value at π/ω.
- `criticalState_witness` exhibits a solution for γ = W.

Some conventions may differ from your textbook. `inversion` is first minus second population, so "inverted" means negative here. `coherence` is tr(σy ρ), not the magnitude of ρ01. Without the drive, coherences decay at the rate 1/T₂ = 2γ, so γ = W means 1/T₂ = 2W.

```lean
import Mathlib

open Matrix

namespace CriticallyDephasedRabi

noncomputable section

/-- The Pauli matrix `σx`, which couples the two levels. -/
def sx : Matrix (Fin 2) (Fin 2) ℂ := !![0, 1; 1, 0]

/-- The Pauli matrix `σz`, diagonal in the two levels. -/
def sz : Matrix (Fin 2) (Fin 2) ℂ := !![1, 0; 0, -1]

/-- The generator `-i[W σx/2, ρ] + γ(σz ρ σz - ρ)` of resonant driving at Rabi frequency `W`
with pure dephasing at rate `γ`. -/
def generator (W γ : ℝ) (ρ : Matrix (Fin 2) (Fin 2) ℂ) : Matrix (Fin 2) (Fin 2) ℂ :=
  (-Complex.I) • (((W : ℂ) / 2) • sx * ρ - ρ * ((W : ℂ) / 2) • sx)
    + (γ : ℂ) • (sz * ρ * sz - ρ)

/-- The matrix `ρ t` starts in the first level and obeys the master equation, entry by entry,
at all times `t ≥ 0`. -/
structure IsEvolution (W γ : ℝ) (ρ : ℝ → Matrix (Fin 2) (Fin 2) ℂ) : Prop where
  initial : ρ 0 = !![1, 0; 0, 0]
  master : ∀ t, 0 ≤ t → ∀ i j,
    HasDerivWithinAt (fun s => ρ s i j) (generator W γ (ρ t) i j) (Set.Ici 0) t

/-- The population inversion `tr(σz ρ)`. -/
def inversion (ρ : Matrix (Fin 2) (Fin 2) ℂ) : ℂ := (sz * ρ).trace

/-- The coherence `i(ρ01 - ρ10)` that the drive couples to the inversion. -/
def coherence (ρ : Matrix (Fin 2) (Fin 2) ℂ) : ℂ := Complex.I * (ρ 0 1 - ρ 1 0)

/-- The inversion is the difference of the two populations. -/
theorem inversion_eq (ρ : Matrix (Fin 2) (Fin 2) ℂ) : inversion ρ = ρ 0 0 - ρ 1 1 := by
  simp only [inversion, Matrix.trace_fin_two, Matrix.mul_apply, Fin.sum_univ_two]
  simp [sz, sub_eq_add_neg]

/-- The four entries of the generator: the drive mixes populations and coherences, and
dephasing damps only the coherences, at rate `2γ`. -/
theorem generator_entries (W γ : ℝ) (ρ : Matrix (Fin 2) (Fin 2) ℂ) :
    generator W γ ρ 0 0 = -Complex.I * (W / 2) * (ρ 1 0 - ρ 0 1) ∧
    generator W γ ρ 0 1 = -Complex.I * (W / 2) * (ρ 1 1 - ρ 0 0) - 2 * γ * ρ 0 1 ∧
    generator W γ ρ 1 0 = -Complex.I * (W / 2) * (ρ 0 0 - ρ 1 1) - 2 * γ * ρ 1 0 ∧
    generator W γ ρ 1 1 = -Complex.I * (W / 2) * (ρ 0 1 - ρ 1 0) := by
  simp only [generator, Matrix.add_apply, Matrix.sub_apply, Matrix.smul_apply,
    Matrix.mul_apply, Fin.sum_univ_two, smul_eq_mul]
  refine ⟨?_, ?_, ?_, ?_⟩ <;> simp [sx, sz] <;> ring

/-- For an evolution in the sense of `IsEvolution`, the inversion `z` and coherence `v` obey the
closed pair `z' = W v`, `v' = -W z - 2γ v` at all times `t ≥ 0`. -/
theorem inversion_coherence_deriv {W γ : ℝ} {ρ : ℝ → Matrix (Fin 2) (Fin 2) ℂ}
    (h : IsEvolution W γ ρ) {t : ℝ} (ht : 0 ≤ t) :
    HasDerivWithinAt (fun s => inversion (ρ s)) (W * coherence (ρ t)) (Set.Ici 0) t ∧
    HasDerivWithinAt (fun s => coherence (ρ s))
      (-W * inversion (ρ t) - 2 * γ * coherence (ρ t)) (Set.Ici 0) t := by
  obtain ⟨g00, g01, g10, g11⟩ := generator_entries W γ (ρ t)
  simp only [inversion_eq, coherence]
  constructor
  · refine ((h.master t ht 0 0).fun_sub (h.master t ht 1 1)).congr_deriv ?_
    rw [g00, g11]
    ring
  · refine (((h.master t ht 0 1).fun_sub (h.master t ht 1 0)).const_mul
      Complex.I).congr_deriv ?_
    rw [g01, g10]
    linear_combination ((W : ℂ) * (ρ t 0 0 - ρ t 1 1)) * Complex.I_sq

/-- A quantity whose rate of change vanishes at all times `t ≥ 0` keeps its initial value. -/
theorem conserved {f : ℝ → ℂ} (h : ∀ t, 0 ≤ t → HasDerivWithinAt f 0 (Set.Ici 0) t)
    {t : ℝ} (ht : 0 ≤ t) : f t = f 0 :=
  constant_of_has_deriv_right_zero
    (fun s hs => (h s hs.1).continuousWithinAt.mono Set.Icc_subset_Ici_self)
    (fun s hs => (h s hs.1).mono (Set.Ici_subset_Ici.2 hs.1)) t ⟨ht, le_rfl⟩

/-- The rates of change of `e^(at)` and of `at`, as complex-valued functions of time. -/
theorem exp_linear_deriv (a t : ℝ) :
    HasDerivWithinAt (fun s : ℝ => ((Real.exp (a * s) : ℝ) : ℂ))
      ((a : ℂ) * (Real.exp (a * t) : ℝ)) (Set.Ici 0) t ∧
    HasDerivWithinAt (fun s : ℝ => (a : ℂ) * (s : ℂ)) (a : ℂ) (Set.Ici 0) t := by
  constructor
  · have h : HasDerivAt (fun s : ℝ => Real.exp (a * s)) (a * Real.exp (a * t)) t :=
      ((hasDerivAt_id' t).const_mul a).exp.congr_deriv (by ring)
    exact (h.ofReal_comp.congr_deriv (Complex.ofReal_mul _ _)).hasDerivWithinAt
  · exact (((hasDerivAt_id' t).ofReal_comp.const_mul (a : ℂ)).congr_deriv
      (by simp)).hasDerivWithinAt

/-- When the dephasing rate equals the Rabi frequency `W`, the inversion of a system started
in the first level is `(1 + Wt)e^(-Wt)` at every time `t ≥ 0`. -/
theorem critical_inversion {W : ℝ} {ρ : ℝ → Matrix (Fin 2) (Fin 2) ℂ}
    (h : IsEvolution W W ρ) {t : ℝ} (ht : 0 ≤ t) :
    inversion (ρ t) = (((1 + W * t) * Real.exp (-(W * t)) : ℝ) : ℂ) := by
  have z0 : inversion (ρ 0) = 1 := by simp [inversion_eq, h.initial]
  have v0 : coherence (ρ 0) = 0 := by simp [coherence, h.initial]
  -- first conserved quantity: e^(Wt) (z + v)
  have hA : ((Real.exp (W * t) : ℝ) : ℂ) * (inversion (ρ t) + coherence (ρ t)) = 1 := by
    refine (conserved (f := fun s => ((Real.exp (W * s) : ℝ) : ℂ) *
      (inversion (ρ s) + coherence (ρ s))) (fun s hs => ?_) ht).trans (by simp [z0, v0])
    obtain ⟨hz, hv⟩ := inversion_coherence_deriv h hs
    exact ((exp_linear_deriv W s).1.fun_mul (hz.fun_add hv)).congr_deriv (by ring)
  -- second conserved quantity: e^(Wt) (z - Wt (z + v))
  have hB : ((Real.exp (W * t) : ℝ) : ℂ) *
      (inversion (ρ t) - W * t * (inversion (ρ t) + coherence (ρ t))) = 1 := by
    refine (conserved (f := fun s => ((Real.exp (W * s) : ℝ) : ℂ) *
      (inversion (ρ s) - W * s * (inversion (ρ s) + coherence (ρ s))))
      (fun s hs => ?_) ht).trans (by simp [z0])
    obtain ⟨hz, hv⟩ := inversion_coherence_deriv h hs
    obtain ⟨he, hl⟩ := exp_linear_deriv W s
    exact (he.fun_mul (hz.fun_sub (hl.fun_mul (hz.fun_add hv)))).congr_deriv (by ring)
  have hE : ((Real.exp (-(W * t)) : ℝ) : ℂ) * ((Real.exp (W * t) : ℝ) : ℂ) = 1 := by
    rw [← Complex.ofReal_mul, ← Real.exp_add]
    simp
  rw [Complex.ofReal_mul, Complex.ofReal_add, Complex.ofReal_one, Complex.ofReal_mul]
  linear_combination ((Real.exp (-(W * t)) : ℝ) : ℂ) * (hB + (W : ℂ) * t * hA)
    - inversion (ρ t) * hE

/-- For `W ≥ 0` and dephasing rate `W`, a system started in the first level has that level more
populated than the second at every time `t ≥ 0`. -/
theorem never_inverts {W : ℝ} (hW : 0 ≤ W) {ρ : ℝ → Matrix (Fin 2) (Fin 2) ℂ}
    (h : IsEvolution W W ρ) {t : ℝ} (ht : 0 ≤ t) : (ρ t 1 1).re < (ρ t 0 0).re := by
  have hz := congrArg Complex.re (critical_inversion h ht)
  rw [inversion_eq, Complex.sub_re, Complex.ofReal_re] at hz
  have hpos : 0 < (1 + W * t) * Real.exp (-(W * t)) := by positivity
  linarith

/-- If `ω > 0` and `ω² = W² - γ²`, the inversion of a system started in the first level is
`-e^(-γπ/ω)` at time `π/ω`. -/
theorem underdamped_inverts {W γ ω : ℝ} (hω : 0 < ω) (hfreq : ω ^ 2 = W ^ 2 - γ ^ 2)
    {ρ : ℝ → Matrix (Fin 2) (Fin 2) ℂ} (h : IsEvolution W γ ρ) :
    inversion (ρ (Real.pi / ω)) = ((-Real.exp (-(γ * (Real.pi / ω))) : ℝ) : ℂ) := by
  have z0 : inversion (ρ 0) = 1 := by simp [inversion_eq, h.initial]
  have hf : (ω : ℂ) ^ 2 = (W : ℂ) ^ 2 - (γ : ℂ) ^ 2 := by exact_mod_cast hfreq
  have ht : 0 ≤ Real.pi / ω := by positivity
  have hph : ω * (Real.pi / ω) = Real.pi := by field_simp
  -- the conserved quantity of the damped oscillation
  have hC := conserved (f := fun s => ((Real.exp (γ * s) : ℝ) : ℂ) *
      (ω * inversion (ρ s) * ((Real.cos (ω * s) : ℝ) : ℂ)
        - (γ * inversion (ρ s) + W * coherence (ρ s)) * ((Real.sin (ω * s) : ℝ) : ℂ)))
      (fun s hs => by
    obtain ⟨hz, hv⟩ := inversion_coherence_deriv h hs
    have hc : HasDerivWithinAt (fun s : ℝ => ((Real.cos (ω * s) : ℝ) : ℂ))
        (-(ω : ℂ) * (Real.sin (ω * s) : ℝ)) (Set.Ici 0) s :=
      (((hasDerivAt_id' s).const_mul ω).cos.ofReal_comp.congr_deriv
        (by push_cast; ring)).hasDerivWithinAt
    have hsn : HasDerivWithinAt (fun s : ℝ => ((Real.sin (ω * s) : ℝ) : ℂ))
        ((ω : ℂ) * (Real.cos (ω * s) : ℝ)) (Set.Ici 0) s :=
      (((hasDerivAt_id' s).const_mul ω).sin.ofReal_comp.congr_deriv
        (by push_cast; ring)).hasDerivWithinAt
    refine ((exp_linear_deriv γ s).1.fun_mul (((hz.const_mul (ω : ℂ)).fun_mul hc).fun_sub
      (((hz.const_mul (γ : ℂ)).fun_add (hv.const_mul (W : ℂ))).fun_mul hsn))).congr_deriv ?_
    linear_combination (-((Real.exp (γ * s) : ℝ) : ℂ) * ((Real.sin (ω * s) : ℝ) : ℂ)
      * inversion (ρ s)) * hf) ht
  simp only [hph, Real.cos_pi, Real.sin_pi, mul_zero, Real.cos_zero, Real.sin_zero,
    Real.exp_zero, z0, Complex.ofReal_neg, Complex.ofReal_one, Complex.ofReal_zero] at hC
  have hω' : (ω : ℂ) ≠ 0 := Complex.ofReal_ne_zero.2 hω.ne'
  have hk : ((Real.exp (γ * (Real.pi / ω)) : ℝ) : ℂ) * inversion (ρ (Real.pi / ω)) = -1 :=
    mul_left_cancel₀ hω' (by linear_combination -hC)
  have hE : ((Real.exp (-(γ * (Real.pi / ω))) : ℝ) : ℂ) *
      ((Real.exp (γ * (Real.pi / ω)) : ℝ) : ℂ) = 1 := by
    rw [← Complex.ofReal_mul, ← Real.exp_add]
    simp
  rw [Complex.ofReal_neg]
  linear_combination ((Real.exp (-(γ * (Real.pi / ω))) : ℝ) : ℂ) * hk
    - inversion (ρ (Real.pi / ω)) * hE

/-- An explicit two-level matrix with inversion `(1 + Wt)e^(-Wt)` and off-diagonal entries
`±iWt e^(-Wt)/2`. -/
def criticalState (W t : ℝ) : Matrix (Fin 2) (Fin 2) ℂ :=
  !![(1 + (1 + W * t) * (Real.exp (-W * t) : ℝ)) / 2,
      Complex.I * (W * t * (Real.exp (-W * t) : ℝ)) / 2;
    (-Complex.I) * (W * t * (Real.exp (-W * t) : ℝ)) / 2,
      (1 - (1 + W * t) * (Real.exp (-W * t) : ℝ)) / 2]

/-- The matrix `criticalState W t` starts in the first level and solves the master equation
with dephasing rate `W`. -/
theorem criticalState_witness (W : ℝ) : IsEvolution W W (criticalState W) := by
  constructor
  · ext i j
    fin_cases i <;> fin_cases j <;> simp [criticalState]
  · intro t _
    obtain ⟨g00, g01, g10, g11⟩ := generator_entries W W (criticalState W t)
    have hl := (exp_linear_deriv W t).2
    have he : HasDerivWithinAt (fun s : ℝ => ((Real.exp (-W * s) : ℝ) : ℂ))
        (-(W : ℂ) * (Real.exp (-W * t) : ℝ)) (Set.Ici 0) t :=
      (exp_linear_deriv (-W) t).1.congr_deriv (by rw [Complex.ofReal_neg])
    have c00 : criticalState W t 0 0 =
      (1 + (1 + W * t) * (Real.exp (-W * t) : ℝ)) / 2 := rfl
    have c01 : criticalState W t 0 1 =
      Complex.I * (W * t * (Real.exp (-W * t) : ℝ)) / 2 := rfl
    have c10 : criticalState W t 1 0 =
      (-Complex.I) * (W * t * (Real.exp (-W * t) : ℝ)) / 2 := rfl
    have c11 : criticalState W t 1 1 =
      (1 - (1 + W * t) * (Real.exp (-W * t) : ℝ)) / 2 := rfl
    simp only [Fin.forall_fin_two]
    refine ⟨⟨?_, ?_⟩, ⟨?_, ?_⟩⟩
    · refine ((((hl.const_add 1).fun_mul he).const_add 1).div_const 2).congr_deriv ?_
      rw [g00, c10, c01]
      linear_combination (-((W : ℂ) ^ 2 * t * (Real.exp (-W * t) : ℝ)) / 2) * Complex.I_sq
    · refine (((hl.fun_mul he).const_mul Complex.I).div_const 2).congr_deriv ?_
      rw [g01, c11, c00, c01]
      ring
    · refine (((hl.fun_mul he).const_mul (-Complex.I)).div_const 2).congr_deriv ?_
      rw [g10, c00, c11, c10]
      ring
    · refine ((((hl.const_add 1).fun_mul he).const_sub 1).div_const 2).congr_deriv ?_
      rw [g11, c01, c10]
      linear_combination (((W : ℂ) ^ 2 * t * (Real.exp (-W * t) : ℝ)) / 2) * Complex.I_sq

end

end CriticallyDephasedRabi
```

```lean
#print axioms CriticallyDephasedRabi.never_inverts
#print axioms CriticallyDephasedRabi.underdamped_inverts
```

```
'CriticallyDephasedRabi.never_inverts' depends on axioms: [propext, Classical.choice, Quot.sound]
'CriticallyDephasedRabi.underdamped_inverts' depends on axioms: [propext, Classical.choice, Quot.sound]
```

`generator_entries` multiplies out the matrices, and `inversion_coherence_deriv` subtracts the entries to get the pair for z and v, using i² = −1. `conserved` turns a vanishing derivative on t ≥ 0 into a constant value.

In `critical_inversion`, `hA` and `hB` are the statements A = 1 and B = 1. In each, `ring` checks that the terms of the derivative cancel. The closing `linear_combination` forms B + WtA and multiplies by e^(−Wt). `never_inverts` takes real parts and uses the positivity of the formula.

In `underdamped_inverts`, `hC` is the conservation of C, where `hf` supplies ω² = W² − γ². Evaluating at π/ω and cancelling ω gives a = −1. `criticalState_witness` differentiates the four explicit entries and compares them with the generator.

The evolution could also have been defined as the exponential of the generator acting on the initial matrix. Existence would then be built in and no explicit solution needed, but the theorem would speak of that one function instead of every solution of the equation. The work would move to exponentiating a matrix that is not diagonalisable at γ = W > 0, which is where the factor 1 + Wt comes from.

For a driven qubit started in its first level, the result says that no pulse length produces an inverted population at γ = W, provided the drive is resonant and constant and pure dephasing is the only noise. Under the same restriction, the formula gives a reference curve for a master-equation integrator like yours. The step from a laboratory system to this master equation, with its rotating frame and memoryless noise, is assumed.
